# Coexisting orders at a local minimum of a biquadratic Landau energy have a positive semidefinite coupling block

Solving the stationarity equations of a Landau model can yield a coexistence phase that is unstable. Take two order parameters with
\[
F=-6(x_1^2+x_2^2)+x_1^4+x_2^4+4x_1^2x_2^2 .
\]
The gradient vanishes at \((1,1)\), yet changing the squared amplitudes to \((1+s,1-s)\) changes \(F\) by \(-2s^2\). The point is a saddle, and the coupling matrix \(\begin{pmatrix}1&2\\2&1\end{pmatrix}\), in which the cross coefficient 4 is split between the two off-diagonal entries, reveals it through its negative eigenvalue. For any finite number of real order parameters whose energy contains only terms in \(x_i^2\) and \(x_i^2x_j^2\), a local minimum requires the symmetric coupling matrix, restricted to the nonzero orders, to be positive semidefinite.

## The energy and its couplings

The orders are labelled by a finite type `ι`, and a state `x : ι → ℝ` gives each one a real, uniform amplitude.

```lean
import Mathlib

open Filter Topology

namespace CoupledOrderParameters

noncomputable section

variable {ι : Type*} [Fintype ι]
```

The free energy is
\[
F(x)=\sum_i a_i x_i^2+\sum_{i,j}B_{ij}x_i^2x_j^2 .
\]
The double sum counts each pair twice, so two distinct orders interact through \(2B_{ij}x_i^2x_j^2\) when \(B\) is symmetric. The coefficients \(a_i\) may have either sign, and \(F\) need not be bounded below.

```lean
/-- The Landau free energy `∑ aᵢ xᵢ² + ∑ Bᵢⱼ xᵢ² xⱼ²` of coupled order parameters. -/
def landau (a : ι → ℝ) (B : Matrix ι ι ℝ) (x : ι → ℝ) : ℝ :=
  ∑ i, a i * x i ^ 2 + ∑ i, ∑ j, B i j * x i ^ 2 * x j ^ 2
```

The couplings define a quadratic form \(Q(v)=\sum_{i,j}B_{ij}v_iv_j\), where \(v\) will be a change in squared amplitudes.

```lean
/-- The quadratic form `∑ Bᵢⱼ vᵢ vⱼ` of the quartic couplings. -/
def couplingForm (B : Matrix ι ι ℝ) (v : ι → ℝ) : ℝ :=
  ∑ i, ∑ j, B i j * v i * v j
```

The effective coefficient \(c_i=a_i+2\sum_jB_{ij}x_j^2\) is the derivative of \(F\) with respect to \(x_i^2\) for symmetric \(B\). It includes the order's own quartic term as well as the influence of the others.

```lean
/-- The effective quadratic coefficient `aᵢ + 2 ∑ Bᵢⱼ xⱼ²` of order `i` in the state `x`. -/
def effectiveCoeff (a : ι → ℝ) (B : Matrix ι ι ℝ) (x : ι → ℝ) (i : ι) : ℝ :=
  a i + 2 * ∑ j, B i j * x j ^ 2
```

Keeping only the rows and columns with \(x_i\ne0\) gives the coexistence block, indexed in Lean by the subtype `{i // x i ≠ 0}`.

```lean
omit [Fintype ι] in
/-- The principal submatrix of the couplings on the orders that are nonzero in `x`. -/
def coexistenceBlock (B : Matrix ι ι ℝ) (x : ι → ℝ) :
    Matrix {i // x i ≠ 0} {i // x i ≠ 0} ℝ :=
  B.submatrix Subtype.val Subtype.val
```

## Exact expansion in squared amplitudes

For another state \(z\), put \(u_i=z_i^2-x_i^2\). Substituting \(z_i^2=x_i^2+u_i\) gives
\[
F(z)=F(x)+\sum_i a_iu_i+\sum_{i,j}B_{ij}(x_i^2u_j+u_ix_j^2)+Q(u).
\]
Symmetry makes the two cross terms equal, hence
\[
F(z)=F(x)+\sum_i c_iu_i+Q(u).
\]
In the proof, `hs` equates the cross terms, `hq` expands the quartic part and `hf` collects the linear part.

```lean
/-- For symmetric couplings the free energy is exactly quadratic in the changes of the squared
amplitudes, with the effective coefficients as its linear part. -/
theorem landau_expansion {B : Matrix ι ι ℝ} (hB : B.IsSymm) (a x z : ι → ℝ) :
    landau a B z = landau a B x + ∑ i, effectiveCoeff a B x i * (z i ^ 2 - x i ^ 2)
      + couplingForm B (fun i => z i ^ 2 - x i ^ 2) := by
  -- the two cross terms agree by symmetry
  have hs : ∑ i, ∑ j, B i j * x i ^ 2 * (z j ^ 2 - x j ^ 2)
      = ∑ i, ∑ j, B i j * (z i ^ 2 - x i ^ 2) * x j ^ 2 := by
    rw [Finset.sum_comm]
    refine Finset.sum_congr rfl fun i _ => Finset.sum_congr rfl fun j _ => ?_
    rw [hB.apply i j]
    ring
  have hq : ∑ i, ∑ j, B i j * z i ^ 2 * z j ^ 2 = ∑ i, ∑ j, B i j * x i ^ 2 * x j ^ 2
      + ∑ i, ∑ j, B i j * x i ^ 2 * (z j ^ 2 - x j ^ 2)
      + ∑ i, ∑ j, B i j * (z i ^ 2 - x i ^ 2) * x j ^ 2
      + couplingForm B (fun i => z i ^ 2 - x i ^ 2) := by
    simp only [couplingForm, ← Finset.sum_add_distrib]
    exact Finset.sum_congr rfl fun i _ => Finset.sum_congr rfl fun j _ => by ring
  have hf : ∑ i, a i * x i ^ 2 + ∑ i, effectiveCoeff a B x i * (z i ^ 2 - x i ^ 2)
      = ∑ i, a i * z i ^ 2 + 2 * ∑ i, ∑ j, B i j * (z i ^ 2 - x i ^ 2) * x j ^ 2 := by
    rw [Finset.mul_sum, ← Finset.sum_add_distrib, ← Finset.sum_add_distrib]
    refine Finset.sum_congr rfl fun i _ => ?_
    have e : ∑ j, B i j * (z i ^ 2 - x i ^ 2) * x j ^ 2
        = (∑ j, B i j * x j ^ 2) * (z i ^ 2 - x i ^ 2) := by
      rw [Finset.sum_mul]
      exact Finset.sum_congr rfl fun j _ => by ring
    rw [e, effectiveCoeff]
    ring
  unfold landau
  linear_combination hq + hs - hf
```

## Shifting the nonzero orders

Let \(v\) vanish wherever \(x\) does. For small \(t\), follow
\[
\gamma_i(t)=x_i\sqrt{1+t v_i/x_i^2}\quad(x_i\ne0),\qquad \gamma_i(t)=0\quad(x_i=0).
\]
Then \(\gamma_i(t)^2-x_i^2=tv_i\). The path is continuous and starts at \(x\), so local minimality and the expansion give
\[
0\le t\sum_i c_iv_i+t^2Q(v)
\]
for all sufficiently small \(t\), positive or negative. The phrase `∀ᶠ t in 𝓝 0` expresses this smallness; `hpos` keeps the square roots' arguments positive, and `hsq` computes the shift.

```lean
/-- At a local minimum with symmetric couplings, a small shift `t v` of the squared amplitudes of
the nonzero orders, with either sign of `t`, does not lower the free energy. -/
theorem shift_nonneg {B : Matrix ι ι ℝ} (hB : B.IsSymm) {a x : ι → ℝ}
    (hmin : IsLocalMin (landau a B) x) (v : ι → ℝ) (hv : ∀ i, x i = 0 → v i = 0) :
    ∀ᶠ t in 𝓝 (0 : ℝ),
      0 ≤ t * ∑ i, effectiveCoeff a B x i * v i + t ^ 2 * couplingForm B v := by
  -- the path along which the squared amplitudes move linearly
  let γ : ℝ → ι → ℝ := fun t i => x i * Real.sqrt (1 + t * (v i / x i ^ 2))
  have hγ : Continuous γ := by
    refine continuous_pi fun i => ?_
    simp only [γ]
    fun_prop
  have h0 : γ 0 = x := by
    funext i
    simp [γ]
  have ht := hγ.tendsto 0
  rw [h0] at ht
  have hmin' : ∀ᶠ t in 𝓝 (0 : ℝ), landau a B x ≤ landau a B (γ t) := ht.eventually hmin
  have hpos : ∀ᶠ t in 𝓝 (0 : ℝ), ∀ i, 0 < 1 + t * (v i / x i ^ 2) := by
    rw [Filter.eventually_all]
    intro i
    have hc : Continuous fun t : ℝ => 1 + t * (v i / x i ^ 2) := by fun_prop
    exact (hc.tendsto 0).eventually (lt_mem_nhds (by simp))
  filter_upwards [hmin', hpos] with t h1 h2
  have hsq : ∀ i, γ t i ^ 2 - x i ^ 2 = t * v i := by
    intro i
    by_cases hx : x i = 0
    · simp [γ, hx, hv i hx]
    · have e : x i ^ 2 * (v i / x i ^ 2) = v i := by field_simp
      simp only [γ]
      rw [mul_pow, Real.sq_sqrt (h2 i).le]
      linear_combination t * e
  rw [landau_expansion hB a x (γ t)] at h1
  simp only [hsq] at h1
  have e1 : ∑ i, effectiveCoeff a B x i * (t * v i)
      = t * ∑ i, effectiveCoeff a B x i * v i := by
    rw [Finset.mul_sum]
    exact Finset.sum_congr rfl fun i _ => by ring
  have e2 : couplingForm B (fun i => t * v i) = t ^ 2 * couplingForm B v := by
    simp only [couplingForm, Finset.mul_sum]
    exact Finset.sum_congr rfl fun i _ => Finset.sum_congr rfl fun j _ => by ring
  rw [e1, e2] at h1
  linarith
```

Adding the inequalities at \(t\) and \(-t\) cancels the linear term and leaves \(2t^2Q(v)\ge0\). Choosing \(t\ne0\) gives \(Q(v)\ge0\). Lean uses \(t=\pm\varepsilon/2\) inside the interval where the inequality holds.

```lean
/-- At a local minimum with symmetric couplings, the coupling form is nonnegative on all vectors
supported on the nonzero orders. -/
theorem couplingForm_nonneg {B : Matrix ι ι ℝ} (hB : B.IsSymm) {a x : ι → ℝ}
    (hmin : IsLocalMin (landau a B) x) (v : ι → ℝ) (hv : ∀ i, x i = 0 → v i = 0) :
    0 ≤ couplingForm B v := by
  obtain ⟨ε, hε, h⟩ := Metric.eventually_nhds_iff.1 (shift_nonneg hB hmin v hv)
  -- the linear terms cancel between opposite shifts
  have h1 := @h (ε / 2) (by rw [Real.dist_eq, abs_lt]; constructor <;> linarith)
  have h2 := @h (-(ε / 2)) (by rw [Real.dist_eq, abs_lt]; constructor <;> linarith)
  by_contra hQ
  have h3 : (ε / 2) ^ 2 * couplingForm B v < 0 :=
    mul_neg_of_pos_of_neg (by positivity) (not_le.1 hQ)
  nlinarith
```

## The condition on coexistence

A vector \(w\) on the nonzero orders extends by zero to such a \(v\), and \(w^{\mathsf T}B_{\rm block}w=Q(v)\ge0\). Lean's `PosSemidef` also requires the block to be symmetric, which it inherits from \(B\). The identity `key` matches the two quadratic forms.

```lean
/-- At a local minimum of the free energy with symmetric couplings, the principal submatrix of the
couplings on the nonzero orders is positive semidefinite. -/
theorem coexistence_posSemidef {B : Matrix ι ι ℝ} (hB : B.IsSymm) {a x : ι → ℝ}
    (hmin : IsLocalMin (landau a B) x) : (coexistenceBlock B x).PosSemidef := by
  have hsum : ∀ f : ι → ℝ, (∀ i, x i = 0 → f i = 0) →
      ∑ s : {i // x i ≠ 0}, f s = ∑ i, f i := by
    intro f hf
    rw [← Finset.sum_subtype (Finset.univ.filter fun i => x i ≠ 0) (by simp) f]
    exact Finset.sum_filter_of_ne fun i _ hi hx => hi (hf i hx)
  rw [Matrix.posSemidef_iff_dotProduct_mulVec]
  refine ⟨Matrix.IsHermitian.ext fun s r => ?_, fun w => ?_⟩
  · simpa [coexistenceBlock] using hB.apply (s : ι) (r : ι)
  · -- extend `w` by zero to all orders
    obtain ⟨v, hv, rfl⟩ : ∃ v : ι → ℝ, (∀ i, x i = 0 → v i = 0) ∧
        (fun s : {i // x i ≠ 0} => v s) = w :=
      ⟨fun i => if h : x i ≠ 0 then w ⟨i, h⟩ else 0, fun i hi => by simp [hi],
        funext fun s => dif_pos s.2⟩
    have key : (fun s : {i // x i ≠ 0} => v s) ⬝ᵥ
        (coexistenceBlock B x).mulVec (fun s => v s) = couplingForm B v := by
      simp only [dotProduct, Matrix.mulVec, coexistenceBlock, Matrix.submatrix_apply,
        couplingForm]
      rw [← hsum (fun i => ∑ j, B i j * v i * v j) (fun i hi => by simp [hv i hi])]
      refine Finset.sum_congr rfl fun s _ => ?_
      rw [← hsum (fun j => B s j * v s * v j) (fun j hj => by simp [hv j hj]), Finset.mul_sum]
      exact Finset.sum_congr rfl fun r _ => by ring
    have h := couplingForm_nonneg hB hmin v hv
    rw [← key] at h
    simpa only [star_trivial] using h
```

For two nonzero orders, the corresponding \(2\times2\) determinant is nonnegative:
\[
B_{ii}B_{jj}-B_{ij}^2\ge0 .
\]
A cross coupling larger in magnitude than the geometric mean of the self-couplings therefore excludes coexistence at a local minimum, whether it is repulsive or attractive.

```lean
/-- At a local minimum with symmetric couplings, two nonzero orders `i` and `j` satisfy
`Bᵢⱼ² ≤ Bᵢᵢ Bⱼⱼ`. -/
theorem coexistence_coupling_bound {B : Matrix ι ι ℝ} (hB : B.IsSymm) {a x : ι → ℝ}
    (hmin : IsLocalMin (landau a B) x) {i j : ι} (hi : x i ≠ 0) (hj : x j ≠ 0) :
    B i j ^ 2 ≤ B i i * B j j := by
  have hd := ((coexistence_posSemidef hB hmin).submatrix ![⟨i, hi⟩, ⟨j, hj⟩]).det_nonneg
  rw [Matrix.det_fin_two] at hd
  change 0 ≤ B i i * B j j - B i j * B j i at hd
  rw [hB.apply i j] at hd
  linarith
```

## Stationarity and full coexistence

Shifting only one nonzero order \(i\) gives \(0\le tc_i+t^2B_{ii}\) near \(t=0\). This function has a local minimum at zero, so its derivative there, \(c_i\), vanishes.

```lean
/-- At a local minimum with symmetric couplings, the effective quadratic coefficient of every
nonzero order vanishes. -/
theorem effectiveCoeff_eq_zero {B : Matrix ι ι ℝ} (hB : B.IsSymm) {a x : ι → ℝ}
    (hmin : IsLocalMin (landau a B) x) {i : ι} (hi : x i ≠ 0) :
    effectiveCoeff a B x i = 0 := by
  classical
  have aux : ∀ L Q : ℝ, (∀ᶠ t in 𝓝 (0 : ℝ), 0 ≤ t * L + t ^ 2 * Q) → L = 0 := by
    intro L Q h
    have hm : IsLocalMin (fun t : ℝ => t * L + t ^ 2 * Q) 0 := by
      show ∀ᶠ t in 𝓝 (0 : ℝ), (0 : ℝ) * L + 0 ^ 2 * Q ≤ t * L + t ^ 2 * Q
      filter_upwards [h] with t ht
      linarith
    have hd : HasDerivAt (fun t : ℝ => t * L + t ^ 2 * Q) L 0 := by
      simpa using ((hasDerivAt_id' (0 : ℝ)).mul_const L).fun_add
        ((hasDerivAt_pow 2 (0 : ℝ)).mul_const Q)
    exact hm.hasDerivAt_eq_zero hd
  -- shift the squared amplitude of order `i` alone
  have hv : ∀ k, x k = 0 → (if k = i then (1 : ℝ) else 0) = 0 := by
    intro k hk
    have hki : k ≠ i := fun e => hi (e ▸ hk)
    simp [hki]
  have h := aux _ _ (shift_nonneg hB hmin (fun k => if k = i then 1 else 0) hv)
  simpa using h
```

If every order is nonzero, these conditions are also sufficient: with all \(c_i=0\) and \(Q\ge0\), the expansion gives \(F(z)-F(x)=Q(u)\ge0\). `IsLocalMin` allows ties, so flat directions are permitted. When some orders vanish, stationarity and the block condition together are not sufficient: at \(x=0\) both hold trivially, but a negative \(a_i\) makes the state unstable.

```lean
/-- For symmetric couplings, a state with all orders nonzero is a local minimum exactly when all
effective coefficients vanish and the coupling form is nonnegative. -/
theorem full_coexistence_iff {B : Matrix ι ι ℝ} (hB : B.IsSymm) {a x : ι → ℝ}
    (hx : ∀ i, x i ≠ 0) :
    IsLocalMin (landau a B) x ↔
      (∀ i, effectiveCoeff a B x i = 0) ∧ ∀ v, 0 ≤ couplingForm B v := by
  constructor
  · intro h
    exact ⟨fun i => effectiveCoeff_eq_zero hB h (hx i), fun v =>
      couplingForm_nonneg hB h v fun i hi => absurd hi (hx i)⟩
  · rintro ⟨h1, h2⟩
    refine Filter.Eventually.of_forall fun z => ?_
    rw [landau_expansion hB a x z]
    simp only [h1, zero_mul, Finset.sum_const_zero, add_zero]
    exact le_add_of_nonneg_right (h2 _)

end

end CoupledOrderParameters
```

```lean
#print axioms CoupledOrderParameters.coexistence_posSemidef
#print axioms CoupledOrderParameters.coexistence_coupling_bound
#print axioms CoupledOrderParameters.full_coexistence_iff
```

```
'CoupledOrderParameters.coexistence_posSemidef' depends on axioms: [propext, Classical.choice, Quot.sound]
'CoupledOrderParameters.coexistence_coupling_bound' depends on axioms: [propext, Classical.choice, Quot.sound]
'CoupledOrderParameters.full_coexistence_iff' depends on axioms: [propext, Classical.choice, Quot.sound]
```

For coupled lattice modes whose Landau coefficients are fitted to electronic-structure energies, the block condition can screen proposed coexistence phases, provided the fit has exactly this quartic form. That a material's free energy is adequately described by it, without gradients, fluctuations, bilinear couplings or higher powers, is a physical assumption.
